# UHF minimum of the Hubbard dimer and its ratio to the exact energy

Take two sites $0,1$, hopping $t>0$, on-site repulsion $U$, one up and one down electron. Over real unit orbitals $a,b\in\mathbb{R}^2$ the unrestricted Hartree–Fock (UHF) energy
$$E(a,b)=-2t(a_0a_1+b_0b_1)+U(a_0^2b_0^2+a_1^2b_1^2)$$
has minimum $U/2-2t$ for $0\le U\le 2t$ and $-2t^2/U$ for $U\ge 2t$. The exact energy, which is the minimum of the Hamiltonian's expectation value over all real normalised states of the two electrons, is $e=(U-\sqrt{U^2+16t^2})/2$. For $U\ge 2t$,
$$\tfrac12<\frac{\min E}{e}\le\tfrac12+\frac{2t^2}{U^2},$$
so the ratio tends to $1/2$ as $U\to\infty$.

## Use in a code

For the two-site, two-electron model these formulas are reference values for a mean-field solver and an exact diagonaliser: $t=1$, $U=4$ gives $-1/2$ and $2-2\sqrt2$. A solver returning $U/2-2t$ at $U>2t$ has missed the UHF minimum.

## Derivation

Let $\psi_{ij}$ be the amplitude for the up electron on site $i$ and the down electron on site $j$. With $h=\begin{pmatrix}0&-t\\-t&0\end{pmatrix}$, the Hamiltonian $H$ is $h\otimes1+1\otimes h$ plus $U$ on the diagonal entries with $i=j$. Writing $A,B,C,D$ for $\psi_{00},\psi_{01},\psi_{10},\psi_{11}$,
$$\langle H\rangle=-2t(A+D)(B+C)+U(A^2+D^2).$$
For $\psi_{ij}=a_ib_j$ set $x=a_0a_1$, $y=b_0b_1$. Normalisation gives $(A+D)(B+C)=x+y$, hence $\langle H\rangle=E(a,b)$.

Let $p=a_0^2-a_1^2$ and $q=b_0^2-b_1^2$. Then $a_0^2b_0^2+a_1^2b_1^2=(1+pq)/2$, $p^2+4x^2=1$ and $q^2+4y^2=1$, so
$$E=\tfrac U4(p+q)^2+f(x)+f(y),\qquad f(x)=Ux^2-2tx.$$
The first term is non-negative for $U\ge0$. From $(a_0-a_1)^2\ge0$ follows $x\le1/2$. For $0\le U\le2t$,
$$f(x)-(U/4-t)=(\tfrac12-x)\bigl(2t-U(x+\tfrac12)\bigr)\ge0,$$
since the second factor is at least $2t-U$. For $U>0$, $f(x)=U(x-t/U)^2-t^2/U$. Adding the two bond terms gives both lower bounds.

For $|\tau|\le1/2$ put $c,s=\tfrac12(\sqrt{1+2\tau}\pm\sqrt{1-2\tau})$, so that $c^2+s^2=1$ and $cs=\tau$. The mirror orbitals $a=(c,s)$, $b=(s,c)$ have $p+q=0$ and energy $2f(\tau)$. The choice $\tau=1/2$, with $c=s=1/\sqrt2$, gives $U/2-2t$. The choice $\tau=t/U$, allowed when $U\ge2t$, gives $-2t^2/U$.

The number $e$ is negative and satisfies $e(e-U)=4t^2$. For normalised $\psi$ this yields
$$-e(\langle H\rangle-e)=\tfrac12\bigl(2t(A+D)+e(B+C)\bigr)^2+2t^2(A-D)^2+\tfrac12e^2(B-C)^2,$$
so $\langle H\rangle\ge e$. The squares vanish for $A=D=-er$, $B=C=2tr$, normalised by $r=1/\sqrt{2e^2+8t^2}$.

Substituting $-2t^2=-e(e-U)/2$ turns the ratio into $\tfrac12-e/(2U)$. Since $0<-eU=4t^2-e^2\le4t^2$, the correction lies in $(0,2t^2/U^2]$.

## The Lean file

```lean
import Mathlib

open Matrix Filter Topology
open scoped Kronecker

namespace HubbardDimerUHF

noncomputable section

/-- One-electron hopping matrix of the two-site model. -/
def hopping (t : ℝ) : Matrix (Fin 2) (Fin 2) ℝ := !![0, -t; -t, 0]

/-- Hubbard dimer Hamiltonian for one up and one down electron. The index `(i, j)` puts the
up electron on site `i` and the down electron on site `j`; double occupancy costs `U`. -/
def hamiltonian (t U : ℝ) : Matrix (Fin 2 × Fin 2) (Fin 2 × Fin 2) ℝ :=
  hopping t ⊗ₖ (1 : Matrix (Fin 2) (Fin 2) ℝ) + (1 : Matrix (Fin 2) (Fin 2) ℝ) ⊗ₖ hopping t
    + Matrix.diagonal (fun p => if p.1 = p.2 then U else 0)

/-- Amplitudes of the determinant with up orbital `a` and down orbital `b`. -/
def slater (a b : Fin 2 → ℝ) : Fin 2 × Fin 2 → ℝ := fun p => a p.1 * b p.2

/-- The UHF energy functional of the up orbital `a` and the down orbital `b`. -/
def uhfEnergy (t U : ℝ) (a b : Fin 2 → ℝ) : ℝ :=
  -2 * t * (a 0 * a 1 + b 0 * b 1) + U * (a 0 ^ 2 * b 0 ^ 2 + a 1 ^ 2 * b 1 ^ 2)

/-- The values of the UHF energy over all pairs of real unit orbitals. -/
def uhfEnergies (t U : ℝ) : Set ℝ :=
  {E | ∃ a b : Fin 2 → ℝ, a ⬝ᵥ a = 1 ∧ b ⬝ᵥ b = 1 ∧ uhfEnergy t U a b = E}

/-- The expectation values of the Hamiltonian over all real normalised states with one up and one down electron. -/
def energies (t U : ℝ) : Set ℝ :=
  {E | ∃ ψ : Fin 2 × Fin 2 → ℝ, ψ ⬝ᵥ ψ = 1 ∧ ψ ⬝ᵥ hamiltonian t U *ᵥ ψ = E}

/-- The closed-form energy `(U - √(U² + 16 t²)) / 2`. -/
def exactEnergy (t U : ℝ) : ℝ := (U - Real.sqrt (U ^ 2 + 16 * t ^ 2)) / 2

/-- The expectation value of the Hamiltonian in terms of the four amplitudes. -/
theorem expectation_eq (t U : ℝ) (ψ : Fin 2 × Fin 2 → ℝ) :
    ψ ⬝ᵥ hamiltonian t U *ᵥ ψ =
      -2 * t * ((ψ (0, 0) + ψ (1, 1)) * (ψ (0, 1) + ψ (1, 0)))
        + U * (ψ (0, 0) ^ 2 + ψ (1, 1) ^ 2) := by
  simp only [hamiltonian, dotProduct, Matrix.mulVec, Fintype.sum_prod_type, Fin.sum_univ_two,
    Matrix.add_apply, Matrix.kroneckerMap_apply, Matrix.diagonal_apply, Matrix.one_apply,
    Prod.mk.injEq]
  simp [hopping]
  ring

/-- The determinant built from unit orbitals is normalised, and its energy expectation value
is the UHF functional. -/
theorem slater_energy (t U : ℝ) {a b : Fin 2 → ℝ} (ha : a ⬝ᵥ a = 1) (hb : b ⬝ᵥ b = 1) :
    slater a b ⬝ᵥ slater a b = 1 ∧
      slater a b ⬝ᵥ hamiltonian t U *ᵥ slater a b = uhfEnergy t U a b := by
  simp only [dotProduct, Fin.sum_univ_two] at ha hb
  constructor
  · simp only [dotProduct, Fintype.sum_prod_type, Fin.sum_univ_two, slater]
    linear_combination (b 0 * b 0 + b 1 * b 1) * ha + hb
  · rw [expectation_eq]
    simp only [slater, uhfEnergy]
    linear_combination (-2 * t * (b 0 * b 1)) * ha + (-2 * t * (a 0 * a 1)) * hb

/-- Every UHF energy is the expectation value of the Hamiltonian in a normalised state. -/
theorem uhfEnergies_subset (t U : ℝ) : uhfEnergies t U ⊆ energies t U := by
  rintro E ⟨a, b, ha, hb, rfl⟩
  exact ⟨slater a b, (slater_energy t U ha hb).1, (slater_energy t U ha hb).2⟩

/-- For unit orbitals the UHF energy is `U/4` times the squared total charge imbalance plus
one term `U x² - 2 t x` for each spin, `x` being the product of the two orbital amplitudes. -/
theorem uhfEnergy_decomp (t U : ℝ) {a b : Fin 2 → ℝ} (ha : a ⬝ᵥ a = 1) (hb : b ⬝ᵥ b = 1) :
    uhfEnergy t U a b =
      U / 4 * ((a 0 ^ 2 - a 1 ^ 2) + (b 0 ^ 2 - b 1 ^ 2)) ^ 2
        + (U * (a 0 * a 1) ^ 2 - 2 * t * (a 0 * a 1))
        + (U * (b 0 * b 1) ^ 2 - 2 * t * (b 0 * b 1)) := by
  simp only [dotProduct, Fin.sum_univ_two] at ha hb
  unfold uhfEnergy
  linear_combination
    (-U / 4 * ((a 0 ^ 2 + a 1 ^ 2) - (b 0 ^ 2 + b 1 ^ 2))) * ha
      - (-U / 4 * ((a 0 ^ 2 + a 1 ^ 2) - (b 0 ^ 2 + b 1 ^ 2))) * hb

/-- For every `τ` with `|τ| ≤ 1/2` the value `2 (U τ² - 2 t τ)` is a UHF energy. -/
theorem mem_uhfEnergies (t U τ : ℝ) (hτ : |τ| ≤ 1 / 2) :
    2 * (U * τ ^ 2 - 2 * t * τ) ∈ uhfEnergies t U := by
  obtain ⟨h1, h2⟩ := abs_le.mp hτ
  have hp : Real.sqrt (1 + 2 * τ) ^ 2 = 1 + 2 * τ := Real.sq_sqrt (by linarith)
  have hm : Real.sqrt (1 - 2 * τ) ^ 2 = 1 - 2 * τ := Real.sq_sqrt (by linarith)
  -- a unit vector (c, s) with c s = τ
  obtain ⟨c, s, hn, hcs⟩ : ∃ c s : ℝ, c * c + s * s = 1 ∧ c * s = τ :=
    ⟨(Real.sqrt (1 + 2 * τ) + Real.sqrt (1 - 2 * τ)) / 2,
      (Real.sqrt (1 + 2 * τ) - Real.sqrt (1 - 2 * τ)) / 2,
      by linear_combination (1 / 2) * hp + (1 / 2) * hm,
      by linear_combination (1 / 4) * hp - (1 / 4) * hm⟩
  have ha : ![c, s] ⬝ᵥ ![c, s] = c * c + s * s := by simp [dotProduct, Fin.sum_univ_two]
  have hb : ![s, c] ⬝ᵥ ![s, c] = s * s + c * c := by simp [dotProduct, Fin.sum_univ_two]
  have hE : uhfEnergy t U ![c, s] ![s, c]
      = -2 * t * (c * s + s * c) + U * (c ^ 2 * s ^ 2 + s ^ 2 * c ^ 2) := by
    rfl
  -- mirror-image orbitals for the two spins
  refine ⟨![c, s], ![s, c], ?_, ?_, ?_⟩
  · rw [ha]; linarith
  · rw [hb]; linarith
  · rw [hE, ← hcs]; ring

/-- For `0 ≤ U ≤ 2 t` the minimum of the UHF energy over all real unit orbitals is `U/2 - 2 t`. -/
theorem uhf_min_weak {t U : ℝ} (hU : 0 ≤ U) (hUt : U ≤ 2 * t) :
    IsLeast (uhfEnergies t U) (U / 2 - 2 * t) := by
  constructor
  · have e : U / 2 - 2 * t = 2 * (U * (1 / 2) ^ 2 - 2 * t * (1 / 2)) := by ring
    rw [e]
    exact mem_uhfEnergies t U (1 / 2) (abs_le.mpr ⟨by norm_num, by norm_num⟩)
  · rintro E ⟨a, b, ha, hb, rfl⟩
    -- each bond term is smallest at the boundary x = 1/2
    have key : ∀ x : ℝ, x ≤ 1 / 2 → U / 4 - t ≤ U * x ^ 2 - 2 * t * x := by
      intro x hx
      have h1 : 0 ≤ 1 / 2 - x := by linarith
      have h2 : 0 ≤ 2 * t - U * (x + 1 / 2) := by nlinarith [mul_nonneg hU h1]
      nlinarith [mul_nonneg h1 h2]
    rw [uhfEnergy_decomp t U ha hb]
    simp only [dotProduct, Fin.sum_univ_two] at ha hb
    have hx := key (a 0 * a 1) (by nlinarith [sq_nonneg (a 0 - a 1)])
    have hy := key (b 0 * b 1) (by nlinarith [sq_nonneg (b 0 - b 1)])
    have hS : 0 ≤ U / 4 * ((a 0 ^ 2 - a 1 ^ 2) + (b 0 ^ 2 - b 1 ^ 2)) ^ 2 := by positivity
    linarith

/-- For `0 < 2 t ≤ U` the minimum of the UHF energy over all real unit orbitals is `-2 t² / U`. -/
theorem uhf_min_strong {t U : ℝ} (ht : 0 < t) (hUt : 2 * t ≤ U) :
    IsLeast (uhfEnergies t U) (-2 * t ^ 2 / U) := by
  have hU : 0 < U := by linarith
  have hU' : U ≠ 0 := hU.ne'
  constructor
  · have h0 : 0 < t / U := div_pos ht hU
    have h1 : t / U ≤ 1 / 2 := by
      rw [div_le_iff₀ hU]; linarith
    have e : -2 * t ^ 2 / U = 2 * (U * (t / U) ^ 2 - 2 * t * (t / U)) := by
      field_simp
      ring
    rw [e]
    exact mem_uhfEnergies t U (t / U) (abs_le.mpr ⟨by linarith, h1⟩)
  · rintro E ⟨a, b, ha, hb, rfl⟩
    -- complete the square in each bond term
    have key : ∀ x : ℝ, -(t ^ 2 / U) ≤ U * x ^ 2 - 2 * t * x := by
      intro x
      have h1 : U * x ^ 2 - 2 * t * x + t ^ 2 / U = U * (x - t / U) ^ 2 := by
        field_simp
        ring
      have h2 : 0 ≤ U * x ^ 2 - 2 * t * x + t ^ 2 / U := by
        rw [h1]; positivity
      linarith
    have e : -2 * t ^ 2 / U = -(t ^ 2 / U) + -(t ^ 2 / U) := by ring
    rw [uhfEnergy_decomp t U ha hb, e]
    have hx := key (a 0 * a 1)
    have hy := key (b 0 * b 1)
    have hS : 0 ≤ U / 4 * ((a 0 ^ 2 - a 1 ^ 2) + (b 0 ^ 2 - b 1 ^ 2)) ^ 2 := by positivity
    linarith

/-- For `t ≠ 0` the closed-form energy `e` is negative and satisfies `e (e - U) = 4 t²`. -/
theorem exactEnergy_root {t : ℝ} (ht : t ≠ 0) (U : ℝ) :
    exactEnergy t U < 0 ∧ exactEnergy t U * (exactEnergy t U - U) = 4 * t ^ 2 := by
  have hs : Real.sqrt (U ^ 2 + 16 * t ^ 2) ^ 2 = U ^ 2 + 16 * t ^ 2 :=
    Real.sq_sqrt (by positivity)
  have ht2 : 0 < t ^ 2 := by positivity
  have hlt : U < Real.sqrt (U ^ 2 + 16 * t ^ 2) := Real.lt_sqrt_of_sq_lt (by linarith)
  unfold exactEnergy
  constructor
  · linarith
  · linear_combination (1 / 4) * hs

/-- For `t ≠ 0` the minimum of the energy over all real normalised states with one up and one down electron is
`(U - √(U² + 16 t²)) / 2`. -/
theorem exact_min {t : ℝ} (ht : t ≠ 0) (U : ℝ) :
    IsLeast (energies t U) (exactEnergy t U) := by
  obtain ⟨hneg, hroot⟩ := exactEnergy_root ht U
  generalize exactEnergy t U = e at hneg hroot ⊢
  constructor
  · -- ionic amplitudes proportional to -e, covalent amplitudes proportional to 2 t
    have hD : 0 < 2 * e ^ 2 + 8 * t ^ 2 := by positivity
    obtain ⟨r, hr⟩ : ∃ r : ℝ, r ^ 2 * (2 * e ^ 2 + 8 * t ^ 2) = 1 :=
      ⟨(Real.sqrt (2 * e ^ 2 + 8 * t ^ 2))⁻¹, by
        rw [inv_pow, Real.sq_sqrt hD.le]
        exact inv_mul_cancel₀ hD.ne'⟩
    obtain ⟨ψ, h00, h01, h10, h11⟩ : ∃ ψ : Fin 2 × Fin 2 → ℝ, ψ (0, 0) = -e * r ∧
        ψ (0, 1) = 2 * t * r ∧ ψ (1, 0) = 2 * t * r ∧ ψ (1, 1) = -e * r :=
      ⟨fun p => if p.1 = p.2 then -e * r else 2 * t * r, by simp, by simp, by simp, by simp⟩
    refine ⟨ψ, ?_, ?_⟩
    · simp only [dotProduct, Fintype.sum_prod_type, Fin.sum_univ_two, h00, h01, h10, h11]
      linear_combination hr
    · rw [expectation_eq, h00, h01, h10, h11]
      linear_combination e * hr + (-2 * e * r ^ 2) * hroot
  · have key : ∀ A B C D : ℝ, A * A + B * B + (C * C + D * D) = 1 →
        e ≤ -2 * t * ((A + D) * (B + C)) + U * (A ^ 2 + D ^ 2) := by
      intro A B C D hn
      -- -e (⟨H⟩ - e) is a sum of squares
      have hid : -e * (-2 * t * ((A + D) * (B + C)) + U * (A ^ 2 + D ^ 2) - e)
          = (2 * t * (A + D) + e * (B + C)) ^ 2 / 2 + 2 * t ^ 2 * (A - D) ^ 2
            + e ^ 2 * (B - C) ^ 2 / 2 := by
        linear_combination (A ^ 2 + D ^ 2) * hroot - e ^ 2 * hn
      have hnn : 0 ≤ -e * (-2 * t * ((A + D) * (B + C)) + U * (A ^ 2 + D ^ 2) - e) := by
        rw [hid]; positivity
      by_contra h
      have hpos := mul_pos (neg_pos.mpr hneg) (sub_pos.mpr (not_le.mp h))
      nlinarith [hnn, hpos]
    rintro E ⟨ψ, hψ, rfl⟩
    rw [expectation_eq]
    simp only [dotProduct, Fintype.sum_prod_type, Fin.sum_univ_two] at hψ
    exact key _ _ _ _ hψ

/-- For `0 < 2 t ≤ U` the ratio of the lowest UHF energy to the lowest energy over all
real normalised states with one up and one down electron is larger than `1/2` and at most `1/2 + 2 t² / U²`. -/
theorem ratio_bounds {t U : ℝ} (ht : 0 < t) (hUt : 2 * t ≤ U) :
    1 / 2 < sInf (uhfEnergies t U) / sInf (energies t U) ∧
      sInf (uhfEnergies t U) / sInf (energies t U) ≤ 1 / 2 + 2 * t ^ 2 / U ^ 2 := by
  have hU : 0 < U := by linarith
  have hU' : U ≠ 0 := hU.ne'
  rw [(uhf_min_strong ht hUt).csInf_eq, (exact_min ht.ne' U).csInf_eq]
  obtain ⟨hneg, hroot⟩ := exactEnergy_root ht.ne' U
  generalize exactEnergy t U = e at hneg hroot ⊢
  have he : e ≠ 0 := hneg.ne
  -- the quadratic equation for e turns the ratio into 1/2 - e / (2 U)
  have hr : -2 * t ^ 2 / U / e = 1 / 2 + -e / (2 * U) := by
    have h2 : -2 * t ^ 2 = -(e * (e - U)) / 2 := by linarith
    rw [h2]
    field_simp
    ring
  have hlo : 0 < -e / (2 * U) := div_pos (neg_pos.mpr hneg) (by positivity)
  have hhi : -e / (2 * U) ≤ 2 * t ^ 2 / U ^ 2 := by
    rw [div_le_div_iff₀ (by positivity) (by positivity)]
    have h3 : 2 * t ^ 2 * (2 * U) = U * e ^ 2 + -e * U ^ 2 := by
      linear_combination (-U) * hroot
    have h4 : 0 ≤ U * e ^ 2 := by positivity
    linarith
  rw [hr]
  constructor
  · linarith
  · linarith

/-- For `t > 0` the ratio of the lowest UHF energy to the lowest energy over all real normalised states with one up and one down electron
tends to `1/2` as `U → ∞`. -/
theorem ratio_tendsto_half {t : ℝ} (ht : 0 < t) :
    Tendsto (fun U : ℝ => sInf (uhfEnergies t U) / sInf (energies t U)) atTop (𝓝 (1 / 2)) := by
  have hup : Tendsto (fun U : ℝ => 1 / 2 + 2 * t ^ 2 / U ^ 2) atTop (𝓝 (1 / 2)) := by
    have h : Tendsto (fun U : ℝ => 2 * t ^ 2 / U ^ 2) atTop (𝓝 0) :=
      tendsto_const_nhds.div_atTop (tendsto_pow_atTop two_ne_zero)
    have h2 := h.const_add (1 / 2 : ℝ)
    rwa [add_zero] at h2
  refine tendsto_of_tendsto_of_tendsto_of_le_of_le' tendsto_const_nhds hup ?_ ?_
  · filter_upwards [eventually_ge_atTop (2 * t)] with U hU
    exact (ratio_bounds ht hU).1.le
  · filter_upwards [eventually_ge_atTop (2 * t)] with U hU
    exact (ratio_bounds ht hU).2

end

end HubbardDimerUHF
```

```lean
#print axioms HubbardDimerUHF.uhfEnergies_subset
-- 'HubbardDimerUHF.uhfEnergies_subset' depends on axioms: [propext, Classical.choice, Quot.sound]
#print axioms HubbardDimerUHF.mem_uhfEnergies
-- 'HubbardDimerUHF.mem_uhfEnergies' depends on axioms: [propext, Classical.choice, Quot.sound]
#print axioms HubbardDimerUHF.uhf_min_weak
-- 'HubbardDimerUHF.uhf_min_weak' depends on axioms: [propext, Classical.choice, Quot.sound]
#print axioms HubbardDimerUHF.ratio_tendsto_half
-- 'HubbardDimerUHF.ratio_tendsto_half' depends on axioms: [propext, Classical.choice, Quot.sound]
```

## Reading the statements

Sites are `Fin 2`, states are real functions on `Fin 2 × Fin 2` with the up site first, and `⬝ᵥ` is the real dot product. The sets `uhfEnergies t U` and `energies t U` collect the values of $E(a,b)$ and of $\langle H\rangle$ over normalised arguments, and `exactEnergy t U` is $e$. `IsLeast` says that the value belongs to the set and bounds it from below. Thus `uhf_min_weak` covers $0\le U\le2t$, `uhf_min_strong` covers $0<2t\le U$, and `exact_min` holds for any $t\ne0$ and any real $U$. The ratio theorems divide infima `sInf`, which `csInf_eq` replaces by the proved minima.

The lemmas follow the derivation. `expectation_eq` expands the matrix product. `slater_energy` and `uhfEnergy_decomp` use `linear_combination` to add multiples of the normalisation conditions, and `uhfEnergies_subset` records that every UHF value is a variational energy. `mem_uhfEnergies` builds $c,s$. In each UHF theorem `key` bounds $f$: by the product `mul_nonneg h1 h2` in the weak case, by the completed square in the strong case. `exactEnergy_root` supplies $e<0$ and the quadratic, after which `generalize` discards the square root. In `exact_min`, `hid` is the sum of squares. In `ratio_bounds`, `hr` is the rewritten ratio and `hhi` the upper bound on its correction to $\tfrac12$, and `ratio_tendsto_half` squeezes between the two bounds once $U\ge2t$.

## Scope

The matrix `hamiltonian` is a definition, not derived from fermion operators. It has zero site energies, and the ratio depends on that zero of energy. Only the sector with one electron of each spin is treated, with real amplitudes and orbitals of pure spin; complex or spin-mixed determinants are not included in the minimisation. The theorems fix minimum values. They do not classify the minimisers, and they say nothing about convergence of a self-consistent iteration or about rounding.

## Dropping a hypothesis

Without $2t\le U$ the strong formula fails: at $t=U=1$ it gives $-2$, while `uhf_min_weak` gives the minimum $-3/2$. The optimum $x=t/U=1$ would exceed $1/2$. Without $0\le U$ the weak formula can fail, though it still holds for $-2t\le U<0$. At $t=1$, $U=-8$ it gives $-6$, while direct substitution of $a=b=(1,0)$, both electrons on one site, gives $E=-8$.
